# Convergence of the classical self-consistent phonon iteration for positive bare force constants and nonnegative couplings

Take finitely many modes with bare force constants $k_i>0$ and thermal anharmonic couplings $B_{ij}\ge 0$. The self-consistency condition

$$K_i = k_i+\sum_j \frac{B_{ij}}{K_j}$$

has exactly one positive solution $x$, and iterating the right-hand side converges to it from every positive start. Started from $k$, the even iterates never decrease, the odd ones never increase, and the two enclose $x$. The first iterate, the one-shot correction, is therefore at least $x_i$ for every mode.

The condition arises in a classical crystal with fixed mode shapes and quartic anharmonicity. In mass-weighted coordinates $q_i$, with $K_i=\omega_i^2$ the squared frequency, the self-consistent phonon approximation treats the thermal motion as that of independent harmonic modes, with Gaussian fluctuations of variance $\langle q_j^2\rangle=k_{\mathrm B}T/K_j$. Averaging the curvature of the potential over these Gaussian fluctuations gives the equation above with $B_{ij}=\tfrac12 k_{\mathrm B}T\,\Phi_{iijj}$, where $\Phi_{iijj}$ is the fourth derivative of the potential. The assumption $B_{ij}\ge0$ says that fluctuations never soften a mode, and $k_i>0$ says that the harmonic crystal is already stable. The uniform translations, which have zero frequency and no anharmonic couplings, are left out of the list of modes.

## Bracketing the solution by alternating iterates

Write $T(K)_i=k_i+\sum_j B_{ij}/K_j$, and compare vectors component by component. Two properties hold for positive vectors:

- if $x\le y$, then $T(y)\le T(x)$, because no term $B_{ij}/K_j$ increases as $K_j$ grows;
- $T(x)\ge k$, because the added terms are nonnegative.

Let $K^{(n)}$ be the iterates started from $K^{(0)}=k$, and $L^{(m)}$ those from an arbitrary positive start. Then

$$K^{(2n)}\le L^{(m)}\le K^{(2n+1)}\qquad\text{for all } m\ge 2n+2 .$$

For $n=0$, every $L^{(m)}$ with $m\ge1$ is at least $k$, and one more update gives $L^{(m+1)}\le T(k)=K^{(1)}$. For the induction step, apply $T$ to $L^{(q)}\le K^{(2n+1)}$ to get $L^{(q+1)}\ge K^{(2n+2)}$, and again to get $L^{(q+2)}\le K^{(2n+3)}$, for all $q\ge 2n+2$. Both bounds then hold from index $2n+4$ on.

Choosing $L=K$ gives $K^{(2n)}\le K^{(2n+2)}$ and $K^{(2n+3)}\le K^{(2n+1)}$. The even iterates never decrease and are bounded above by $K^{(1)}$; the odd ones never increase and are bounded below by zero. Their limits $a$ and $b$ are both at least $k$, hence positive, and continuity of $T$ gives $b=T(a)$ and $a=T(b)$.

It remains to exclude a genuine two-cycle. Suppose $b_i>a_i$ for some $i$. Let $m$ now denote the mode that minimises $a_j/b_j$, and let $t=a_m/b_m<1$. Since $a_j\ge t\,b_j$ for all $j$, we have $1/b_j\ge t/a_j$, and so

$$t\,b_m=a_m=k_m+\sum_j\frac{B_{mj}}{b_j}\ \ge\ k_m+t\sum_j\frac{B_{mj}}{a_j}=k_m+t\,(b_m-k_m).$$

Hence $(1-t)k_m\le0$, which contradicts $k_m>0$. So $b\le a$, and exchanging the roles gives $a\le b$.

With $x=a=b$, the bracket squeezes every trajectory onto $x$. A second positive solution would be a constant trajectory, so it must equal $x$.

For the one-shot correction, $x=T(x)\ge k$ implies $x=T(x)\le T(k)$. The excess is

$$T(k)_i-x_i=\sum_j B_{ij}\left(\frac1{k_j}-\frac1{x_j}\right),$$

a sum of nonnegative terms. It vanishes exactly when $x_j=k_j$ for every $j$ with $B_{ij}\ne0$. Since $x_j-k_j=\sum_l B_{jl}/x_l$, this means $B_{jl}=0$ for all $l$. If $B$ is symmetric, as it is for $\Phi_{iijj}$, equality therefore occurs only for a mode with no couplings at all.

## One mode, and the iteration in a calculation

For a single mode the solution is $x=\tfrac12\left(k+\sqrt{k^2+4B}\right)$. With $k=1$ and $B=2$ it is $x=2$, and the iterates are $1,\ 3,\ 5/3,\ 11/5,\ 21/11,\dots$ The one-shot value $3$ is too large by half. Near the solution each update multiplies the error by about $-B/x^2=-(1-k/x)$, so convergence is slow when the renormalisation is strong. At $k=0$ and $B>0$ the update $K\mapsto B/K$ merely swaps two values unless it starts at $\sqrt B$; requiring only $k_i\ge0$ would thus not give convergence from every positive start.

In a calculation with this model, one pass takes the current squared frequencies, forms the variances $k_{\mathrm B}T/K_j$, contracts them with $\tfrac12\Phi_{iijj}$ and adds the result to the harmonic values. When the loop starts from the harmonic frequencies and uses no mixing, two consecutive passes enclose the solution of this classical, fixed-mode model, so their difference bounds the remaining error in each mode.

## The update and its iterates in Lean

The finite type `ι` labels the modes, `k` is the vector of bare force constants, and `B` is a real matrix with no symmetry assumed.

```lean
import Mathlib

open Filter Topology

namespace SelfConsistentPhonons

variable {ι : Type*} [Fintype ι] {k x y K₀ : ι → ℝ} {B : Matrix ι ι ℝ}
```

The map $T$ is `scpMap k B`.

```lean
/-- The self-consistent phonon update `K_i ↦ k_i + ∑_j B_ij / K_j`, for nonzero force
constants `K_j`: `k` holds the bare force constants, `B` the thermal anharmonic couplings. -/
noncomputable def scpMap (k : ι → ℝ) (B : Matrix ι ι ℝ) (K : ι → ℝ) : ι → ℝ :=
  fun i => k i + ∑ j, B i j / K j
```

The start `K₀` is a separate argument of the iteration. Thus $K^{(n)}$ is `scpIter k B k n`, and $L^{(m)}$ is `scpIter k B K₀ m`.

```lean
/-- The force constants after `n` self-consistency updates, starting from `K₀`. -/
noncomputable def scpIter (k : ι → ℝ) (B : Matrix ι ι ℝ) (K₀ : ι → ℝ) : ℕ → ι → ℝ
  | 0 => K₀
  | n + 1 => scpMap k B (scpIter k B K₀ n)
```

## Order reversal and positivity

The relation `x ≤ y` between vectors means inequality in every component. The first lemma compares the two sums term by term; only the smaller vector needs to be assumed positive.

```lean
/-- For nonnegative couplings, stiffer positive input force constants give softer (or equal)
output force constants. -/
theorem scpMap_antitone (hB : ∀ i j, 0 ≤ B i j) (hx : ∀ j, 0 < x j) (hxy : x ≤ y) :
    scpMap k B y ≤ scpMap k B x := by
  intro i
  have h : ∑ j, B i j / y j ≤ ∑ j, B i j / x j :=
    Finset.sum_le_sum fun j _ => div_le_div_of_nonneg_left (hB i j) (hx j) (hxy j)
  unfold scpMap
  linarith
```

The lower bound $T(x)\ge k$ follows from the sign of the sum.

```lean
/-- For nonnegative couplings and positive input, the update never gives a force constant
below the bare one. -/
theorem le_scpMap (hB : ∀ i j, 0 ≤ B i j) (hx : ∀ j, 0 < x j) : k ≤ scpMap k B x := by
  intro i
  have h : 0 ≤ ∑ j, B i j / x j :=
    Finset.sum_nonneg fun j _ => div_nonneg (hB i j) (hx j).le
  unfold scpMap
  linarith
```

By induction, every iterate from a positive start stays positive, so the two order properties apply throughout.

```lean
/-- With positive bare force constants, nonnegative couplings and a positive start, all
iterates are positive. -/
theorem scpIter_pos (hk : ∀ i, 0 < k i) (hB : ∀ i j, 0 ≤ B i j) (h₀ : ∀ i, 0 < K₀ i)
    (n : ℕ) : ∀ i, 0 < scpIter k B K₀ n i := by
  induction n with
  | zero => exact h₀
  | succ n ih => exact fun i => lt_of_lt_of_le (hk i) (le_scpMap hB ih i)
```

## Trapping every trajectory

The bracket is proved by induction on `n`, for all later indices `m` at once. Writing `m` as `p + 2` exposes the last two updates. In the induction step, `h1` is the new lower bound, and applying `scpMap_antitone` to it gives the new upper bound.

```lean
/-- With positive bare force constants and nonnegative couplings, the trajectory from any
positive start is eventually trapped between consecutive iterates of the one started at `k`. -/
theorem scpIter_bracket (hk : ∀ i, 0 < k i) (hB : ∀ i j, 0 ≤ B i j) (h₀ : ∀ i, 0 < K₀ i)
    (n : ℕ) : ∀ m, 2 * n + 2 ≤ m → scpIter k B k (2 * n) ≤ scpIter k B K₀ m ∧
      scpIter k B K₀ m ≤ scpIter k B k (2 * n + 1) := by
  have hp := scpIter_pos hk hB h₀
  induction n with
  | zero =>
    intro m hm
    obtain ⟨p, rfl⟩ : ∃ p, m = p + 2 := ⟨m - 2, by omega⟩
    exact ⟨le_scpMap hB (hp (p + 1)), scpMap_antitone hB hk (le_scpMap hB (hp p))⟩
  | succ n ih =>
    intro m hm
    obtain ⟨p, rfl⟩ : ∃ p, m = p + 2 := ⟨m - 2, by omega⟩
    -- an upper bound on one iterate is a lower bound on the next
    have h1 : ∀ q, 2 * n + 2 ≤ q → scpIter k B k (2 * n + 2) ≤ scpIter k B K₀ (q + 1) :=
      fun q hq => scpMap_antitone hB (hp q) (ih q hq).2
    have hn : 2 * (n + 1) = 2 * n + 2 := by omega
    rw [hn]
    exact ⟨h1 (p + 1) (by omega),
      scpMap_antitone hB (scpIter_pos hk hB hk (2 * n + 2)) (h1 p (by omega))⟩
```

## Excluding a two-cycle

Here `x` and `y` play the parts of $a$ and $b$. The minimising mode comes from `Finset.exists_min_image`; the mode `i` that is assumed to violate the claim shows that there is something to minimise over. The inequality `hS` is the comparison of sums weighted by $t$, `e1` and `e2` are the cycle equations at mode `m`, and `h1` supplies the contradiction $(1-t)k_m>0$.

```lean
/-- With positive bare force constants and nonnegative couplings, if the update exchanges two
positive sets of force constants, the second is nowhere stiffer than the first. -/
theorem two_cycle_le (hk : ∀ i, 0 < k i) (hB : ∀ i j, 0 ≤ B i j) (hx : ∀ i, 0 < x i)
    (hy : ∀ i, 0 < y i) (hyx : scpMap k B y = x) (hxy : scpMap k B x = y) : y ≤ x := by
  intro i
  by_contra hi
  -- the mode `m` with the smallest ratio `t = x m / y m`
  obtain ⟨m, -, hm⟩ := Finset.exists_min_image Finset.univ (fun j => x j / y j)
    ⟨i, Finset.mem_univ i⟩
  obtain ⟨t, ht⟩ : ∃ t, t = x m / y m := ⟨_, rfl⟩
  have ht1 : t < 1 := by
    rw [ht]
    exact lt_of_le_of_lt (hm i (Finset.mem_univ i)) ((div_lt_one (hy i)).2 (not_le.1 hi))
  have hty : ∀ j, t * y j ≤ x j := fun j =>
    (le_div_iff₀ (hy j)).1 (ht ▸ hm j (Finset.mem_univ j))
  have htm : t * y m = x m := by rw [ht, div_mul_cancel₀ _ (hy m).ne']
  have hS : t * ∑ j, B m j / x j ≤ ∑ j, B m j / y j := by
    rw [Finset.mul_sum]
    refine Finset.sum_le_sum fun j _ => ?_
    rw [← mul_div_assoc, div_le_div_iff₀ (hx j) (hy j)]
    nlinarith [mul_le_mul_of_nonneg_left (hty j) (hB m j)]
  have e1 : k m + ∑ j, B m j / y j = x m := congrFun hyx m
  have e2 : k m + ∑ j, B m j / x j = y m := congrFun hxy m
  have h1 : 0 < (1 - t) * k m := mul_pos (by linarith) (hk m)
  rw [← e2, mul_add] at htm
  linarith
```

## Existence, uniqueness and convergence

The theorem states, in order: a positive `x` exists; it is a fixed point; every positive fixed point equals it; the even iterates from `k` are monotone and the odd ones antitone; they enclose `x`; and the iteration from any positive `K₀` tends to `x`. Convergence of vectors here is convergence in each component.

The proof first applies the bracket to the trajectory from `k` itself, which gives `hmono` and `hanti`. The limits `a` and `b` are then taken mode by mode, `hab` and `hba` pass to the limit in the update, and `two_cycle_le`, used in both directions, identifies them. For `hglob`, any number below the limit is eventually exceeded by an even iterate, and any number above it eventually exceeds an odd one; the bracket transfers both facts to the arbitrary trajectory. Uniqueness uses the constant trajectory `hc`.

```lean
/-- For positive bare force constants and nonnegative couplings there is exactly one positive
self-consistent solution. Started from `k`, even iterates never decrease and odd ones never
increase; they enclose it, and the iteration converges to it from every positive start. -/
theorem scp_converges (hk : ∀ i, 0 < k i) (hB : ∀ i j, 0 ≤ B i j) :
    ∃ x : ι → ℝ, (∀ i, 0 < x i) ∧ scpMap k B x = x ∧
      (∀ y : ι → ℝ, (∀ i, 0 < y i) → scpMap k B y = y → y = x) ∧
      Monotone (fun n => scpIter k B k (2 * n)) ∧
      Antitone (fun n => scpIter k B k (2 * n + 1)) ∧
      (∀ n, scpIter k B k (2 * n) ≤ x ∧ x ≤ scpIter k B k (2 * n + 1)) ∧
      ∀ K₀ : ι → ℝ, (∀ i, 0 < K₀ i) → Tendsto (scpIter k B K₀) atTop (𝓝 x) := by
  have hp := scpIter_pos hk hB hk
  have br := scpIter_bracket hk hB hk
  have hmono : Monotone (fun n => scpIter k B k (2 * n)) :=
    monotone_nat_of_le_succ fun n => (br n (2 * (n + 1)) (by omega)).1
  have hanti : Antitone (fun n => scpIter k B k (2 * n + 1)) :=
    antitone_nat_of_succ_le fun n => (br n (2 * (n + 1) + 1) (by omega)).2
  -- both subsequences are monotone and bounded, hence converge
  have hE : ∀ i, ∃ a, Tendsto (fun n => scpIter k B k (2 * n) i) atTop (𝓝 a) := fun i =>
    ⟨_, tendsto_atTop_ciSup (fun p q h => hmono h i) ⟨scpIter k B k (2 * 0 + 1) i, by
      rintro _ ⟨n, rfl⟩
      exact ((br n (2 * n + 2) le_rfl).1.trans (br 0 (2 * n + 2) (by omega)).2) i⟩⟩
  have hO : ∀ i, ∃ b, Tendsto (fun n => scpIter k B k (2 * n + 1) i) atTop (𝓝 b) := fun i =>
    ⟨_, tendsto_atTop_ciInf (fun p q h => hanti h i) ⟨0, by
      rintro _ ⟨n, rfl⟩
      exact (hp (2 * n + 1) i).le⟩⟩
  choose a ha using hE
  choose b hb using hO
  have hapos : ∀ i, 0 < a i := fun i =>
    lt_of_lt_of_le (hk i) (ge_of_tendsto' (ha i) fun n => hmono (Nat.zero_le n) i)
  have hbpos : ∀ i, 0 < b i := fun i =>
    lt_of_lt_of_le (hk i) (ge_of_tendsto' (hb i) fun n => le_scpMap hB (hp (2 * n)) i)
  -- the update exchanges the two limits, so they coincide
  have hab : scpMap k B a = b := funext fun i => tendsto_nhds_unique
    (tendsto_const_nhds.add (tendsto_finsetSum _ fun j _ =>
      tendsto_const_nhds.div (ha j) (hapos j).ne')) (hb i)
  have hba : scpMap k B b = a := funext fun i => tendsto_nhds_unique
    (tendsto_const_nhds.add (tendsto_finsetSum _ fun j _ =>
      tendsto_const_nhds.div (hb j) (hbpos j).ne'))
    ((ha i).comp (tendsto_add_atTop_nat 1))
  have heq : b = a := le_antisymm (two_cycle_le hk hB hapos hbpos hba hab)
    (two_cycle_le hk hB hbpos hapos hab hba)
  rw [heq] at hb hab
  have hglob : ∀ K₀ : ι → ℝ, (∀ i, 0 < K₀ i) →
      Tendsto (scpIter k B K₀) atTop (𝓝 a) := by
    intro K₀ h₀
    refine tendsto_pi_nhds.2 fun i => tendsto_order.2 ⟨fun c hc => ?_, fun c hc => ?_⟩
    · obtain ⟨n, hn⟩ := ((tendsto_order.1 (ha i)).1 c hc).exists
      filter_upwards [eventually_ge_atTop (2 * n + 2)] with m hm
      exact lt_of_lt_of_le hn ((scpIter_bracket hk hB h₀ n m hm).1 i)
    · obtain ⟨n, hn⟩ := ((tendsto_order.1 (hb i)).2 c hc).exists
      filter_upwards [eventually_ge_atTop (2 * n + 2)] with m hm
      exact lt_of_le_of_lt ((scpIter_bracket hk hB h₀ n m hm).2 i) hn
  refine ⟨a, hapos, hab, fun y hy hfix => ?_, hmono, hanti, fun n => ⟨fun i => ?_, fun i => ?_⟩,
    hglob⟩
  · -- a trajectory started at a solution stays there
    have hc : ∀ n, scpIter k B y n = y := by
      intro n
      induction n with
      | zero => rfl
      | succ n ih => rw [scpIter, ih, hfix]
    have hl := hglob y hy
    rw [funext hc] at hl
    exact tendsto_nhds_unique tendsto_const_nhds hl
  · exact Monotone.ge_of_tendsto (fun p q h => hmono h i) (ha i) n
  · exact Antitone.le_of_tendsto (fun p q h => hanti h i) (hb i) n
```

## When the one-shot correction is exact

The last theorem takes any positive fixed point `x`, which the previous result shows to exist and to be unique. The one-shot value is `scpMap k B k i`. The equality condition reads: every mode `j` that enters the equation for `i` has a zero row in `B`.

In the forward direction, `Finset.sum_eq_sum_iff_of_le` turns equality of the sums into equality of their terms. This gives `k j = x j` wherever `B i j` is nonzero, and a vanishing sum of nonnegative terms then forces each `B j l` to be zero. The converse replaces `k j` by `x j` in every term that contributes.

```lean
/-- For positive bare force constants and nonnegative couplings, the one-shot correction is at least
the self-consistent force constant `x i > 0` of every mode, with equality exactly when each mode `j`
with `B i j ≠ 0` has `B j l = 0` for all `l`. -/
theorem one_shot_overestimates (hk : ∀ i, 0 < k i) (hB : ∀ i j, 0 ≤ B i j)
    (hx : ∀ i, 0 < x i) (hfix : scpMap k B x = x) (i : ι) :
    x i ≤ scpMap k B k i ∧
      (scpMap k B k i = x i ↔ ∀ j, B i j ≠ 0 → ∀ l, B j l = 0) := by
  have hkx : k ≤ x := hfix ▸ le_scpMap hB hx
  have e : ∀ j, k j + ∑ l, B j l / x l = x j := fun j => congrFun hfix j
  refine ⟨(e i).symm.le.trans (scpMap_antitone hB hk hkx i), fun h j hb l => ?_, fun h => ?_⟩
  · have h' : k i + ∑ j, B i j / k j = x i := h
    have hs : ∑ j, B i j / x j = ∑ j, B i j / k j := by linarith [e i]
    -- equal sums of ordered terms agree term by term
    have hj := (Finset.sum_eq_sum_iff_of_le fun j _ =>
      div_le_div_of_nonneg_left (hB i j) (hk j) (hkx j)).1 hs j (Finset.mem_univ j)
    rw [div_eq_div_iff (hx j).ne' (hk j).ne'] at hj
    have hkj : k j = x j := mul_left_cancel₀ hb hj
    have h0 : ∑ l, B j l / x l = 0 := by linarith [e j]
    have hl := (Finset.sum_eq_zero_iff_of_nonneg fun l _ =>
      div_nonneg (hB j l) (hx l).le).1 h0 l (Finset.mem_univ l)
    exact (div_eq_zero_iff.1 hl).resolve_right (hx l).ne'
  · rw [← e i]
    unfold scpMap
    congr 1
    refine Finset.sum_congr rfl fun j _ => ?_
    by_cases hb : B i j = 0
    · rw [hb, zero_div, zero_div]
    · have h0 : ∑ l, B j l / x l = 0 :=
        Finset.sum_eq_zero fun l _ => by rw [h j hb l, zero_div]
      have hkj : k j = x j := by linarith [e j]
      rw [hkj]

end SelfConsistentPhonons
```

The model leaves out zero-point motion, which changes the dependence of the variance on $K_j$, as well as changes of mode shape and negative couplings. It also excludes the soft modes with $k_i\le0$ that only thermal motion stabilises.

```lean
#print axioms SelfConsistentPhonons.scp_converges
#print axioms SelfConsistentPhonons.one_shot_overestimates
```

```
'SelfConsistentPhonons.scp_converges' depends on axioms: [propext, Classical.choice, Quot.sound]
'SelfConsistentPhonons.one_shot_overestimates' depends on axioms: [propext, Classical.choice, Quot.sound]
```
